# The inverse of the one-site translation on a finite ring is its transpose

On a ring of `N` sites, with `N` nonzero, the cyclic shift moves a single particle from site `j - 1` to site `j`. It is a complex matrix whose entry in row `j` and column `k` is 1 when `k = j - 1` and 0 otherwise, site labels being taken modulo `N`. The theorem states that the inverse of this matrix is its transpose, which moves the particle one site the other way. The attempt uses `Matrix.inv_eq_right_inv`, so that it is enough to show that the shift times its transpose is the identity, and checks this entry by entry. An auxiliary fact `h` first reduces each entry of the product to a single entry of the transpose, since row `j` of the shift has its only nonzero entry in column `j - 1`.

As first written in Lean, the proof fails:

```lean
import Mathlib

open Matrix
open scoped Real

namespace RingGreenFunction

noncomputable section

/-- The Bloch phase `χ m = exp (2πi m / N)` on the ring of `N` sites. -/
local notation "χ" => ZMod.stdAddChar

/-- The cyclic shift, which moves a particle from site `j - 1` to site `j`. -/
def shift (N : ℕ) : Matrix (ZMod N) (ZMod N) ℂ :=
  Matrix.of fun j k => if k = j - 1 then 1 else 0

variable {N : ℕ} [NeZero N]

/-- The inverse of the cyclic shift is its transpose, the shift in the other direction. -/
theorem shift_inv : (shift N)⁻¹ = (shift N)ᵀ := by
  apply Matrix.inv_eq_right_inv
  ext j k
  have h : (shift N * (shift N)ᵀ) j k = (shift N)ᵀ (j - 1) k := by
    simp [Matrix.mul_apply, shift]
  rw [h]
  simp [shift, Matrix.one_apply]

end

end RingGreenFunction
```

The compiler's answer:

```
Main.lean:23:64: error: unsolved goals
N : ℕ
inst✝ : NeZero N
j k : ZMod N
⊢ (if k = j then 1 else 0) = if j = k then 1 else 0
```

Cause. The error lies in the proof of `h`. There `simp` unfolds the matrix product and evaluates the sum over the intermediate site, but it does not close the goal. What remains is an equality between two `if` expressions, one testing `k = j` and the other `j = k`. Both are 1 when the two sites coincide and 0 otherwise, so the goal is true, but the conditions are written in opposite directions. They are different propositions to Lean, so the two sides do not match as they stand, and this call to `simp` does not turn one condition round.

The added line finishes the proof from there. `if_congr` proves two `if` expressions equal when their conditions are equivalent and their corresponding branches are equal. `eq_comm` supplies the equivalence of `k = j` and `j = k`, and the two `rfl`s settle the branches, which are 1 and 0 on both sides.

The repair, with which the file compiles:

```diff
@@ -23,4 +23,5 @@
   have h : (shift N * (shift N)ᵀ) j k = (shift N)ᵀ (j - 1) k := by
     simp [Matrix.mul_apply, shift]
+    exact if_congr eq_comm rfl rfl
   rw [h]
   simp [shift, Matrix.one_apply]
```
